# Generating function of the phonon-assisted hopping weights for a single mode

A hop coupled to one vibrational mode, with Huang-Rhys factor `S` and occupation `n`, has a weight W_p for the net emission of p phonons, negative p meaning absorption. The weight is defined by an explicit series over the numbers of emitted and absorbed quanta, not derived from a Hamiltonian. The theorem `generating_function` states that for real `S` and `n` and every complex z ≠ 0, the sum of z^p W_p over all integers p converges to exp(S(n+1)(z − 1) + Sn(z⁻¹ − 1)). The attempt multiplies the exponential series for emission and absorption, regroups the terms by net phonon number with `hasSum_of_counts`, and then combines the exponentials.

An attempt in Lean 4 with a fault in it:

```lean
import Mathlib

open scoped Nat

namespace GeneratingFunction

noncomputable section

/-- Weight of a hop with net emission of `p` phonons (absorption if `p < 0`), for Huang-Rhys
factor `S` and mode occupation `n`: a sum over all numbers of emitted and absorbed quanta
whose difference is `p`. -/
def hopWeight (S n : ℝ) (p : ℤ) : ℝ :=
  Real.exp (-S * (2 * n + 1)) * ∑' k : ℕ,
    (S * (n + 1)) ^ (k + p.toNat) * (S * n) ^ (k + (-p).toNat) /
      ((k + p.toNat)! * (k + (-p).toNat)!)

/-- The pair (emitted, absorbed) of phonon numbers is equivalent to the pair
(net number emitted, smaller of the two numbers). -/
def countEquiv : ℤ × ℕ ≃ ℕ × ℕ where
  toFun x := (x.2 + x.1.toNat, x.2 + (-x.1).toNat)
  invFun y := ((y.1 : ℤ) - y.2, min y.1 y.2)
  left_inv := by
    rintro ⟨p, k⟩
    simp only [Prod.mk.injEq]
    constructor <;> omega
  right_inv := by
    rintro ⟨m, l⟩
    simp only [Prod.mk.injEq]
    constructor <;> omega

private theorem hasSum_of_eq {ι : Type} {f g : ι → ℂ} {s t : ℂ} (h : HasSum f s)
    (hf : ∀ i, g i = f i) (hs : t = s) : HasSum g t := by
  have hgf : g = f := funext hf
  rw [hgf, hs]
  exact h

/-- Write `A = S (n + 1)` and `B = S n`. If the double series over `m` and `l` with terms
`g (m - l) * (A ^ m / m! * (B ^ l / l!))` converges to `s`, then the sum of `g p` times the hopping
weight at `p` over all integers `p` is `exp (-S (2 n + 1)) * s`. -/
theorem hasSum_of_counts (S n : ℝ) (g : ℤ → ℂ) (s : ℂ)
    (h : HasSum (fun x : ℕ × ℕ => g ((x.1 : ℤ) - x.2) *
      (((S * (n + 1) : ℝ) : ℂ) ^ x.1 / x.1 ! * (((S * n : ℝ) : ℂ) ^ x.2 / x.2 !))) s) :
    HasSum (fun p : ℤ => g p * (hopWeight S n p : ℂ))
      ((Real.exp (-S * (2 * n + 1)) : ℂ) * s) := by
  have h1 := countEquiv.hasSum_iff.mpr h
  -- sum first over all processes with the same net number
  have h2 := h1.prod_fiberwise (fun p => (h1.summable.prod_factor p).hasSum)
  refine hasSum_of_eq (h2.mul_left (Real.exp (-S * (2 * n + 1)) : ℂ)) (fun p => ?_) rfl
  change g p * (hopWeight S n p : ℂ) = (Real.exp (-S * (2 * n + 1)) : ℂ) * ∑' k : ℕ, _
  rw [hopWeight, Complex.ofReal_mul, Complex.ofReal_tsum, mul_left_comm]
  congr 1
  rw [← tsum_mul_left]
  refine tsum_congr fun k => ?_
  have hp : ((k + p.toNat : ℕ) : ℤ) - ((k + (-p).toNat : ℕ) : ℤ) = p := by omega
  simp only [Function.comp_apply, countEquiv, Equiv.coe_fn_mk, hp]
  push_cast
  ring

private theorem hasSum_exp (x : ℂ) : HasSum (fun m : ℕ => x ^ m / m !) (Complex.exp x) := by
  rw [Complex.exp_eq_exp_ℂ]
  exact NormedSpace.expSeries_div_hasSum_exp x

private theorem hasSum_prod {f g : ℕ → ℂ} {s t : ℂ} (hf : HasSum f s) (hg : HasSum g t) :
    HasSum (fun x : ℕ × ℕ => f x.1 * g x.2) (s * t) :=
  hf.mul hg (summable_mul_of_summable_norm (summable_norm_iff.mpr hf.summable)
    (summable_norm_iff.mpr hg.summable))

/-- Generating function of the hopping weights, for every complex `z ≠ 0`. -/
theorem generating_function (S n : ℝ) {z : ℂ} (hz : z ≠ 0) :
    HasSum (fun p : ℤ => z ^ p * (hopWeight S n p : ℂ))
      (Complex.exp (S * (n + 1) * (z - 1) + S * n * (z⁻¹ - 1))) := by
  have h := hasSum_prod (hasSum_exp (((S * (n + 1) : ℝ) : ℂ) * z))
    (hasSum_exp (((S * n : ℝ) : ℂ) * z⁻¹))
  have key := hasSum_of_counts S n (fun p => z ^ p)
    (Complex.exp (((S * (n + 1) : ℝ) : ℂ) * z) * Complex.exp (((S * n : ℝ) : ℂ) * z⁻¹)) (by
      convert h using 1
      funext x
      dsimp only
      rw [zpow_sub₀ hz, zpow_natCast, zpow_natCast, mul_pow, mul_pow, inv_pow]
      ring)
  convert key using 1
  rw [Complex.ofReal_exp, ← Complex.exp_add, ← Complex.exp_add]
  congr 1
  push_cast
  ring

end

end GeneratingFunction
```

Messages:

```
Main.lean:78:6: error: `dsimp` made no progress
```

Diagnosis. The message says that `dsimp only` found nothing to simplify, which Lean treats as an error. The step stands where one might expect an unevaluated application of `fun p => z ^ p` to the difference of the two phonon numbers, since that function is passed to `hasSum_of_counts` as `g`. But Lean already evaluates such applications when it puts the function into the lemma's hypothesis, and the terms of the product series `h` are likewise in evaluated form. After `funext x` the goal therefore contains the power of `z` explicitly, and `x.1` and `x.2` are projections of a variable, which cannot be reduced further.

The diff deletes `dsimp only`, leaving a blank line that has no effect. The following `rw` can act on the goal as it stands: `zpow_sub₀ hz` splits the power of the difference, using z ≠ 0, and the rest of the proof goes through unchanged.

The change, after which it compiles:

```diff
@@ -76,5 +76,5 @@
       convert h using 1
       funext x
-      dsimp only
+
       rw [zpow_sub₀ hz, zpow_natCast, zpow_natCast, mul_pow, mul_pow, inv_pow]
       ring)
```
